# The relativistic Thomas–Fermi density is not integrable where the local kinetic energy grows like $Z/r$

Near a point nucleus of charge $Z$, an electron's potential energy falls like $-Z/r$ in atomic units. Thomas–Fermi theory treats the electrons at each radius $r$ as a uniform gas, whose fastest members have kinetic energy $W(r)$, the chemical potential minus the potential energy. As $r\to0$, $W$ grows without bound and these electrons become ultrarelativistic. Does the region around the nucleus still hold a finite number of electrons?

```lean
import Mathlib

open MeasureTheory Set Filter Topology

namespace RelativisticThomasFermi

noncomputable section
```

These lines load the library Mathlib and open its notation for sets, limits and integrals.

```lean
/-- Relativistic kinetic energy of an electron of momentum `p`, rest energy subtracted,
in atomic units with speed of light `c`. -/
def kinetic (c p : ℝ) : ℝ := c * √(p ^ 2 + c ^ 2) - c ^ 2
```

This is $c\sqrt{p^2+c^2}-c^2$, in atomic units. The speed of light $c$ is a variable; the theorems that need it positive say so.

```lean
/-- The Fermi momentum belonging to the local kinetic energy `W`. -/
def fermiMomentum (c W : ℝ) : ℝ := √(W ^ 2 / c ^ 2 + 2 * W)
```

This is $\sqrt{W^2/c^2+2W}$, so far only a formula. Its link to the kinetic energy is proved below.

```lean
/-- Density of a spin-unpolarised electron gas filled up to the momentum `p`. -/
def density (p : ℝ) : ℝ := p ^ 3 / (3 * Real.pi ^ 2)
```

The density is $n=p^3/(3\pi^2)$, with two spin states per momentum.

```lean
/-- The local relativistic Thomas-Fermi relation on `(0, R]`: at each radius the fastest
electron has momentum `p r ≥ 0` and kinetic energy `W r`. -/
def IsThomasFermi (c R : ℝ) (W p : ℝ → ℝ) : Prop :=
  ∀ r ∈ Ioc 0 R, 0 ≤ p r ∧ kinetic c (p r) = W r
```

A `Prop` is a statement, here a condition on the functions $W$ and $p$: for every $r$ in $(0,R]$, written `Ioc 0 R`, $p(r)\ge0$ and $c\sqrt{p(r)^2+c^2}-c^2=W(r)$. For $c>0$ this forces $W\ge0$ on $(0,R]$. The function $W$ is given, not computed self-consistently from the density.

Another model would define $p(r)$ as the Fermi momentum of $\max(W(r),0)$. It would allow negative $W$, with zero density there, as beyond the edge of a positive ion. The behaviour at the nucleus would be the same, but the kinetic-energy relation would hold only where $W(r)\ge0$.

```lean
/-- An electron of kinetic energy `W` has squared momentum `W² / c² + 2 W`. -/
theorem momentum_sq {c p W : ℝ} (hc : 0 < c) (h : kinetic c p = W) :
    p ^ 2 = W ^ 2 / c ^ 2 + 2 * W := by
  unfold kinetic at h
  have hs : √(p ^ 2 + c ^ 2) ^ 2 = p ^ 2 + c ^ 2 := Real.sq_sqrt (by positivity)
  have e : W ^ 2 / c ^ 2 + 2 * W = (W ^ 2 + 2 * W * c ^ 2) / c ^ 2 := by
    field_simp
  rw [e, eq_div_iff (by positivity)]
  linear_combination (-c ^ 2) * hs + (c * √(p ^ 2 + c ^ 2) + W + c ^ 2) * h
```

In a theorem, the hypotheses stand before the last colon of the statement and the conclusion after it; the proof follows `:= by`. By hand, write $c\sqrt{p^2+c^2}=W+c^2$ and square:

$$c^2p^2+c^4=W^2+2Wc^2+c^4 .$$

Cancel $c^4$ and divide by $c^2$. In Lean, `hs` squares the root, and `linear_combination` checks that the goal is a combination of `hs` and the hypothesis `h`.

```lean
/-- For `W ≥ 0` the Fermi momentum is the one and only non-negative momentum with
kinetic energy `W`. -/
theorem kinetic_eq_iff {c p W : ℝ} (hc : 0 < c) (hp : 0 ≤ p) (hW : 0 ≤ W) :
    kinetic c p = W ↔ p = fermiMomentum c W := by
  constructor
  · intro h
    rw [fermiMomentum, ← momentum_sq hc h, Real.sqrt_sq hp]
  · intro h
    have h2 : p ^ 2 = W ^ 2 / c ^ 2 + 2 * W := by
      rw [h, fermiMomentum, Real.sq_sqrt (by positivity)]
    -- `p² + c²` is a perfect square
    have h3 : p ^ 2 + c ^ 2 = (W / c + c) ^ 2 := by
      rw [h2]
      field_simp
      ring
    have h4 : c * (W / c) = W := mul_div_cancel₀ W hc.ne'
    rw [kinetic, h3, Real.sqrt_sq (by positivity)]
    linear_combination h4
```

The symbol `↔` means "if and only if". Given the relation, the previous theorem supplies $p^2$, and $p\ge0$ fixes the root. Conversely, the formula gives $p^2+c^2=(W/c+c)^2$, so the kinetic energy is $c(W/c+c)-c^2=W$.

```lean
/-- If `r W(r)` tends to `Z` at the nucleus, then `r³ n(r)` tends to `Z³ / (3 π² c³)`. -/
theorem tendsto_cube_mul_density {c R Z : ℝ} {W p : ℝ → ℝ} (hc : 0 < c) (hR : 0 < R)
    (hZ : 0 ≤ Z) (h : IsThomasFermi c R W p)
    (hW : Tendsto (fun r => r * W r) (𝓝[>] 0) (𝓝 Z)) :
    Tendsto (fun r => r ^ 3 * density (p r)) (𝓝[>] 0)
      (𝓝 (Z ^ 3 / (3 * Real.pi ^ 2 * c ^ 3))) := by
  have hr : Tendsto (fun r : ℝ => r) (𝓝[>] 0) (𝓝 0) :=
    tendsto_id.mono_left nhdsWithin_le_nhds
  -- the limit of `r p`, from the formula for its square
  have h1 : Tendsto (fun r => √((r * W r) ^ 2 / c ^ 2 + 2 * (r * (r * W r))))
      (𝓝[>] 0) (𝓝 (√(Z ^ 2 / c ^ 2 + 2 * (0 * Z)))) :=
    (((hW.pow 2).div_const _).add ((hr.mul hW).const_mul 2)).sqrt
  have e1 : √(Z ^ 2 / c ^ 2 + 2 * (0 * Z)) = Z / c := by
    rw [zero_mul, mul_zero, add_zero, ← div_pow, Real.sqrt_sq (by positivity)]
  rw [e1] at h1
  have h2 := (h1.pow 3).div_const (3 * Real.pi ^ 2)
  have e2 : (Z / c) ^ 3 / (3 * Real.pi ^ 2) = Z ^ 3 / (3 * Real.pi ^ 2 * c ^ 3) := by
    rw [div_pow, div_div, mul_comm (c ^ 3)]
  rw [e2] at h2
  refine h2.congr' ?_
  filter_upwards [Ioc_mem_nhdsGT hR] with r hrR
  obtain ⟨hp, hk⟩ := h r hrR
  have e3 : (r * W r) ^ 2 / c ^ 2 + 2 * (r * (r * W r)) = (r * p r) ^ 2 := by
    rw [mul_pow r (p r), momentum_sq hc hk]
    ring
  rw [e3, Real.sqrt_sq (mul_nonneg hrR.1.le hp), density]
  ring
```

`Tendsto … (𝓝[>] 0) (𝓝 Z)` reads "tends to $Z$ as $r\to0$ from above". Multiply the formula for $p^2$ by $r^2$:

$$(rp)^2=\frac{(rW)^2}{c^2}+2r\,(rW)\to\frac{Z^2}{c^2}.$$

Hence $rp\to Z/c$, and $r^3n=(rp)^3/(3\pi^2)\to Z^3/(3\pi^2c^3)$. Lean takes the limit of the root first (`h1`), cubes it (`h2`), and then uses `e3` to identify the root with $rp$ for $r$ in $(0,R]$.

```lean
/-- If `r W(r)` tends to `Z > 0` as `r` tends to `0` from above, then `r² n(r)` is not integrable on
`(0, R)`. -/
theorem not_integrableOn_density {c R Z : ℝ} {W p : ℝ → ℝ} (hc : 0 < c) (hR : 0 < R)
    (hZ : 0 < Z) (h : IsThomasFermi c R W p)
    (hW : Tendsto (fun r => r * W r) (𝓝[>] 0) (𝓝 Z)) :
    ¬ IntegrableOn (fun r => r ^ 2 * density (p r)) (Ioo 0 R) := by
  intro hint
  obtain ⟨L, hL, hlim⟩ : ∃ L : ℝ, 0 < L ∧
      Tendsto (fun r => r ^ 3 * density (p r)) (𝓝[>] 0) (𝓝 L) :=
    ⟨_, by positivity, tendsto_cube_mul_density hc hR hZ.le h hW⟩
  have hev : ∀ᶠ r in 𝓝[>] (0 : ℝ), L / 2 < r ^ 3 * density (p r) :=
    hlim.eventually (lt_mem_nhds (half_lt_self hL))
  obtain ⟨d, hd, hsub⟩ := mem_nhdsGT_iff_exists_Ioo_subset.1 hev
  have hd0 : 0 < d := hd
  have hm : 0 < min d R := lt_min hd0 hR
  have hg : IntegrableOn (fun r => 2 / L * (r ^ 2 * density (p r))) (Ioo 0 (min d R)) :=
    (hint.mono_set (Ioo_subset_Ioo_right (min_le_right d R))).const_mul (2 / L)
  -- `1 / r` would be integrable at the origin by comparison
  have hinv : IntegrableOn (fun r : ℝ => r⁻¹) (Ioo 0 (min d R)) := by
    refine Integrable.mono' hg measurable_inv.aestronglyMeasurable
      (ae_restrict_of_forall_mem measurableSet_Ioo fun r hr => ?_)
    have hr0 : 0 < r := hr.1
    have hb : L / 2 < r ^ 3 * density (p r) :=
      hsub ⟨hr.1, hr.2.trans_le (min_le_left d R)⟩
    have e : 2 / L * (r ^ 2 * density (p r)) * r = r ^ 3 * density (p r) / (L / 2) := by
      field_simp
    rw [Real.norm_of_nonneg (inv_nonneg.2 hr0.le), inv_eq_one_div, div_le_iff₀ hr0, e,
      le_div_iff₀ (by positivity), one_mul]
    exact hb.le
  have hi := (intervalIntegrable_iff_integrableOn_Ioo_of_le hm.le).2 hinv
  rcases intervalIntegrable_inv_iff.1 hi with h0 | h0
  · exact hm.ne h0
  · exact h0 left_mem_uIcc
```

Let $L>0$ be the limit just found. For some $d>0$, $r^3n>L/2$ whenever $0<r<d$, so

$$\frac1r<\frac2L\,r^2n\qquad(0<r<\min(d,R)).$$

If $r^2n$ were integrable, $1/r$ would be too, but its integral diverges logarithmically at $0$. `Integrable.mono'` makes the comparison, and `intervalIntegrable_inv_iff` supplies the contradiction. The electron number is $4\pi\int r^2n\,dr$, so with a prescribed $W$ for which $rW\to Z>0$, this local model puts infinitely many electrons around a point nucleus.

```lean
/-- The Fermi momentum depends continuously on the local kinetic energy. -/
theorem continuous_fermiMomentum (c : ℝ) : Continuous (fermiMomentum c) :=
  Real.continuous_sqrt.comp
    (((continuous_id.pow 2).div_const _).add (continuous_const.mul continuous_id))
```

This continuity is used in two of the integrals that follow.

```lean
/-- For `W = Z / r` the number of electrons between the radii `ε` and `R` is at least
`4 Z³ / (3 π c³)` times `ln (R / ε)`. -/
theorem log_le_electron_number {c Z ε R : ℝ} (hc : 0 < c) (hZ : 0 < Z) (hε : 0 < ε)
    (hR : ε ≤ R) :
    4 * Z ^ 3 / (3 * Real.pi * c ^ 3) * Real.log (R / ε) ≤
      ∫ r in ε..R, 4 * Real.pi * r ^ 2 * density (fermiMomentum c (Z / r)) := by
  have hpos : ∀ r ∈ uIcc ε R, r ≠ 0 := fun r hr => by
    rw [uIcc_of_le hR] at hr
    exact (hε.trans_le hr.1).ne'
  have hinv : ContinuousOn (fun r : ℝ => r⁻¹) (uIcc ε R) := continuousOn_id.inv₀ hpos
  have hq : ContinuousOn (fun r : ℝ => Z / r) (uIcc ε R) :=
    continuousOn_const.div continuousOn_id hpos
  have hn : ContinuousOn (fun r => density (fermiMomentum c (Z / r))) (uIcc ε R) :=
    (((continuous_fermiMomentum c).comp_continuousOn hq).pow 3).div_const _
  rw [← integral_inv_of_pos hε (hε.trans_le hR), ← intervalIntegral.integral_const_mul]
  refine intervalIntegral.integral_mono_on hR
    (continuousOn_const.mul hinv).intervalIntegrable
    ((continuousOn_const.mul (continuousOn_id.pow 2)).mul hn).intervalIntegrable ?_
  intro r hr
  have hr0 : 0 < r := hε.trans_le hr.1
  -- the Fermi momentum is at least its ultrarelativistic value `W / c`
  have hp : Z / r / c ≤ fermiMomentum c (Z / r) := by
    rw [fermiMomentum, Real.le_sqrt' (by positivity), div_pow (Z / r) c]
    have : 0 < Z / r := by positivity
    linarith
  have e : 4 * Z ^ 3 / (3 * Real.pi * c ^ 3) * r⁻¹ =
      4 * Real.pi * r ^ 2 * ((Z / r / c) ^ 3 / (3 * Real.pi ^ 2)) := by
    have := Real.pi_ne_zero
    field_simp
  rw [e, density]
  gcongr
```

For $W=Z/r$ exactly, the number of electrons between $\varepsilon$ and $R$ has an explicit lower bound, which grows logarithmically as $\varepsilon\to0$. Dropping the term $2W$ gives $p\ge Z/(cr)$ (`hp`), hence

$$4\pi r^2n\ge\frac{4Z^3}{3\pi c^3}\,\frac1r .$$

Integrating from $\varepsilon$ to $R$ gives the logarithm.

```lean
/-- With the non-relativistic relation `p² / 2 = Z / r`, the function `r² n(r)` is
integrable on `(0, R)`. -/
theorem integrableOn_nonrelativistic {R Z : ℝ} {p : ℝ → ℝ}
    (h : ∀ r ∈ Ioo 0 R, 0 ≤ p r ∧ p r ^ 2 / 2 = Z / r) :
    IntegrableOn (fun r => r ^ 2 * density (p r)) (Ioo 0 R) := by
  have hcont : Continuous fun r : ℝ => 2 * Z * √(2 * Z * r) / (3 * Real.pi ^ 2) :=
    (continuous_const.mul
      (Real.continuous_sqrt.comp (continuous_const.mul continuous_id))).div_const _
  refine ((hcont.integrableOn_Icc (a := 0) (b := R)).mono_set
    Ioo_subset_Icc_self).congr_fun ?_ measurableSet_Ioo
  intro r hr
  obtain ⟨hp, hk⟩ := h r hr
  have h1 : r * p r ^ 2 = 2 * Z := by
    have h2 : Z / r * r = Z := div_mul_cancel₀ Z hr.1.ne'
    linear_combination 2 * r * hk + 2 * h2
  have h3 : 2 * Z * r = (r * p r) ^ 2 := by
    linear_combination (-r) * h1
  change 2 * Z * √(2 * Z * r) / (3 * Real.pi ^ 2) = r ^ 2 * density (p r)
  rw [h3, Real.sqrt_sq (mul_nonneg hr.1.le hp), ← h1, density]
  ring
```

For $W=Z/r$ exactly, the non-relativistic relation $p^2/2=W$ gives $p=\sqrt{2Z/r}$, so

$$r^2n=\frac{2Z\sqrt{2Zr}}{3\pi^2},$$

which is continuous down to $r=0$ and therefore integrable. At a point nucleus, the relativistic kinetic energy makes the difference.

```lean
/-- If `W` is continuous up to and including the centre `r = 0`, then the relativistic
`r² n(r)` is integrable on `(0, R)`. -/
theorem integrableOn_extended_nucleus {c R : ℝ} {W p : ℝ → ℝ} (hc : 0 < c)
    (h : IsThomasFermi c R W p) (hW : ContinuousOn W (Icc 0 R)) :
    IntegrableOn (fun r => r ^ 2 * density (p r)) (Ioo 0 R) := by
  have hn : ContinuousOn (fun r => r ^ 2 * density (fermiMomentum c (W r))) (Icc 0 R) :=
    (continuousOn_id.pow 2).mul
      ((((continuous_fermiMomentum c).comp_continuousOn hW).pow 3).div_const _)
  refine (hn.integrableOn_Icc.mono_set Ioo_subset_Icc_self).congr_fun ?_ measurableSet_Ioo
  intro r hr
  obtain ⟨hp, hk⟩ := h r ⟨hr.1, hr.2.le⟩
  have e : fermiMomentum c (W r) = p r := by
    rw [fermiMomentum, ← momentum_sq hc hk, Real.sqrt_sq hp]
  change r ^ 2 * density (fermiMomentum c (W r)) = r ^ 2 * density (p r)
  rw [e]

end

end RelativisticThomasFermi
```

Here $W$ is continuous on the closed interval $[0,R]$, as for a nucleus of finite size whose potential stays finite at the centre. Then $p$ equals the Fermi momentum of $W$, and $r^2n$ agrees on $(0,R)$ with a function continuous on $[0,R]$, so it is integrable. For orbital-free calculations on heavy atoms, this means that the purely local relativistic model, with $W$ prescribed, gives a finite electron number near an extended nucleus but not near a point one.

```lean
#print axioms RelativisticThomasFermi.not_integrableOn_density
-- 'RelativisticThomasFermi.not_integrableOn_density' depends on axioms: [propext, Classical.choice, Quot.sound]
#print axioms RelativisticThomasFermi.log_le_electron_number
-- 'RelativisticThomasFermi.log_le_electron_number' depends on axioms: [propext, Classical.choice, Quot.sound]
#print axioms RelativisticThomasFermi.integrableOn_nonrelativistic
-- 'RelativisticThomasFermi.integrableOn_nonrelativistic' depends on axioms: [propext, Classical.choice, Quot.sound]
#print axioms RelativisticThomasFermi.integrableOn_extended_nucleus
-- 'RelativisticThomasFermi.integrableOn_extended_nucleus' depends on axioms: [propext, Classical.choice, Quot.sound]
```
